# Plane waves on the reciprocal lattice are orthonormal over the unit cell

## The orthogonality integral

Let A be an invertible real d × d matrix, let the cell be the parallelepiped A[0,1]^d with volume Ω = |det A|, and for an integer vector m let G_m = 2π (Aᵀ)⁻¹ m. Then for all integer vectors m and n

  ∫_cell exp(i(G_m − G_n)·r) / Ω dr = δ_mn,

where δ_mn is 1 if m = n and 0 otherwise. It follows that, for one fixed real vector k, the plane waves

  φ_{k,m}(r) = exp(i(k + G_m)·r) / √Ω

are orthonormal on the cell. In plane-wave calculations for periodic systems a one-electron orbital at a given k is expanded in finitely many of these functions, and with the plain scalar product on the cell the overlap matrix of that finite basis is the identity.

## Direct and reciprocal lattice

The columns a_j of A are the cell vectors in Cartesian coordinates, and a point of the cell is r = A s = Σ_j s_j a_j with fractional coordinates 0 ≤ s_j ≤ 1. Invertibility of A says that the cell vectors are linearly independent, so the cell has non-zero volume. The definition of G_m is equivalent to Aᵀ G_m = 2π m, that is a_j·G_m = 2π m_j, which makes exp(iG_m·r) periodic under each translation a_j. For d = 1 and A = (a) with a ≠ 0 one has Ω = |a| and G_m = 2π m / a.

## Derivation in fractional coordinates

First, the phase becomes independent of A:

  G_m·(A s) = (Aᵀ G_m)·s = 2π (Aᵀ (Aᵀ)⁻¹ m)·s = 2π m·s.

Second, the map s ↦ A s is one-to-one with constant Jacobian |det A|, so for a function f on the cell

  ∫_cell f(r) dr = Ω ∫_{[0,1]^d} f(A s) ds.

Third, in one dimension and for an integer p, the integral of exp(2πi p x) over [0,1] is 1 for p = 0, and for p ≠ 0

  ∫₀¹ exp(2πi p x) dx = (exp(2πi p) − 1) / (2πi p) = 0.

Fourth, on the cube the exponential factorises over the axes. For an integer vector q,

  ∫_{[0,1]^d} exp(2πi q·s) ds = Π_j ∫₀¹ exp(2πi q_j x) dx = δ_{q,0},

since one non-zero component q_j makes its factor vanish. With q = m − n the first two steps give

  ∫_cell exp(i(G_m − G_n)·r) / Ω dr = Ω · δ_{m−n,0} / Ω = δ_mn.

For the normalised waves, exp(ik·r) cancels against its complex conjugate (written with a star) and √Ω · √Ω = Ω:

  φ_{k,n}(r)* φ_{k,m}(r) = exp(i(G_m − G_n)·r) / Ω.

Now take a finite set S of integer vectors and complex coefficients c_m and d_m (an indexed d is a coefficient, not the dimension), and set ψ_c = Σ_{m∈S} c_m φ_{k,m}, likewise ψ_d. Exchanging the finite sum with the integral gives

  ∫_cell φ_{k,n}* ψ_c dr = Σ_{m∈S} c_m δ_mn = c_n if n ∈ S, and 0 if n ∉ S,

  ∫_cell ψ_d* ψ_c dr = Σ_{n∈S} d_n* ∫_cell φ_{k,n}* ψ_c dr = Σ_{n∈S} d_n* c_n.

## The objects in Lean and the scope of the theorems

The axes are labelled by a finite type `ι` with d elements, and d is arbitrary. Positions and wave vectors are functions `ι → ℝ`, the Cartesian dot product is `⬝ᵥ`, and the integrals use the product Lebesgue measure `volume`. The definitions `unitCube`, `cell`, `cellVolume`, `recip`, `planeWave` and `expansion` are [0,1]^d, the cell, Ω, G_m, φ_{k,m} and ψ_c. Integer vectors have type `ι → ℤ`, and `toReal` turns them into real vectors. Invertibility enters as `hA : A.det ≠ 0`. The conventions fixed are cell vectors as columns, the factor 2π inside G_m, a closed cell, and the conjugate on the left factor.

The theorem `integral_cell_phase` is the opening equation, `planeWave_orthonormal` is ∫ φ_{k,n}* φ_{k,m} = δ_mn, and `expansion_coefficient` and `expansion_overlap` are the last two equations. The vector `k` is unrestricted but common to both factors. The coefficients `c` are defined on all integer vectors, and only those in `S` enter the sum. The set `S` is any finite set, with no kinetic-energy cutoff imposed. Completeness of the plane waves, infinite expansions and overlaps between different k are not treated.

## The Lean file

```lean
import Mathlib

open MeasureTheory Matrix Real ComplexConjugate

namespace PlaneWaveBasis

noncomputable section

variable {ι : Type*} [Fintype ι] [DecidableEq ι]

/-- The cube `[0,1]^d` of fractional coordinates. -/
def unitCube (ι : Type*) : Set (ι → ℝ) := Set.univ.pi fun _ => Set.Icc (0 : ℝ) 1

/-- The cell `A [0,1]^d` spanned by the columns of `A`. -/
def cell (A : Matrix ι ι ℝ) : Set (ι → ℝ) := A.mulVec '' unitCube ι

/-- The cell volume `Ω = |det A|`. -/
def cellVolume (A : Matrix ι ι ℝ) : ℝ := |A.det|

/-- An integer vector read as a real vector. -/
def toReal (m : ι → ℤ) : ι → ℝ := fun i => (m i : ℝ)

/-- The reciprocal lattice vector `G_m = 2π (Aᵀ)⁻¹ m`. -/
def recip (A : Matrix ι ι ℝ) (m : ι → ℤ) : ι → ℝ := (2 * π) • ((Aᵀ)⁻¹ *ᵥ toReal m)

/-- The normalised plane wave `exp(i (k + G_m)·r) / √Ω`. -/
def planeWave (A : Matrix ι ι ℝ) (k : ι → ℝ) (m : ι → ℤ) (r : ι → ℝ) : ℂ :=
  Complex.exp (Complex.I * (((k + recip A m) ⬝ᵥ r : ℝ) : ℂ)) / ((√(cellVolume A) : ℝ) : ℂ)

/-- A wave function expanded with coefficients `c` in the plane waves of a finite set `S`. -/
def expansion (A : Matrix ι ι ℝ) (k : ι → ℝ) (S : Finset (ι → ℤ)) (c : (ι → ℤ) → ℂ)
    (r : ι → ℝ) : ℂ :=
  ∑ m ∈ S, c m * planeWave A k m r

/-- The Lebesgue measure of the cell is `Ω = |det A|`. -/
theorem volume_cell (A : Matrix ι ι ℝ) : volume (cell A) = ENNReal.ofReal (cellVolume A) := by
  have e : A.mulVec = ⇑(Matrix.toLin' A) := funext fun x => (Matrix.toLin'_apply A x).symm
  rw [cell, e, Measure.addHaar_image_linearMap, LinearMap.det_toLin', unitCube, volume_pi_pi]
  simp [cellVolume]

/-- For `det A ≠ 0`, in fractional coordinates `r = A s` the phase is `G_m · r = 2π m · s`. -/
theorem recip_dot (A : Matrix ι ι ℝ) (hA : A.det ≠ 0) (m : ι → ℤ) (s : ι → ℝ) :
    recip A m ⬝ᵥ (A *ᵥ s) = 2 * π * (toReal m ⬝ᵥ s) := by
  have h : IsUnit (Aᵀ).det := by
    rw [det_transpose]
    exact isUnit_iff_ne_zero.mpr hA
  rw [dotProduct_mulVec, ← mulVec_transpose, recip, mulVec_smul, mulVec_mulVec,
    mul_nonsing_inv _ h, one_mulVec, smul_dotProduct, smul_eq_mul]

/-- An integral over the cell is `Ω` times the integral over fractional coordinates. -/
theorem integral_cell (A : Matrix ι ι ℝ) (hA : A.det ≠ 0) (f : (ι → ℝ) → ℂ) :
    ∫ r in cell A, f r = (cellVolume A : ℂ) * ∫ s in unitCube ι, f (A *ᵥ s) := by
  have hu : IsUnit A.det := isUnit_iff_ne_zero.mpr hA
  obtain ⟨L, hL, hdet⟩ : ∃ L : (ι → ℝ) →L[ℝ] (ι → ℝ),
      (∀ x, L x = A *ᵥ x) ∧ L.det = A.det :=
    ⟨LinearMap.toContinuousLinearMap (Matrix.toLin' A), fun x => by simp,
      LinearMap.det_toLin' A⟩
  have e : A.mulVec = ⇑L := funext fun x => (hL x).symm
  have hmeas : MeasurableSet (unitCube ι) := MeasurableSet.univ_pi fun _ => measurableSet_Icc
  have inj : Set.InjOn (⇑L) (unitCube ι) := by
    intro x _ y _ h
    have h2 : A⁻¹ *ᵥ (A *ᵥ x) = A⁻¹ *ᵥ (A *ᵥ y) := by rw [← hL x, ← hL y, h]
    simpa [mulVec_mulVec, nonsing_inv_mul _ hu] using h2
  -- the Jacobian of `s ↦ A s` is the constant `|det A|`
  rw [cell, e, integral_image_eq_integral_abs_det_fderiv_smul volume (f' := fun _ => L) hmeas
    (fun x _ => L.hasFDerivAt.hasFDerivWithinAt) inj]
  simp only [hdet, hL]
  rw [integral_smul, Complex.real_smul]
  rfl

omit [DecidableEq ι] in
/-- The integral of `exp(2π i m·s)` over the unit cube is `1` for `m = 0` and `0` for any
other integer vector `m`. -/
theorem integral_unitCube (m : ι → ℤ) :
    ∫ s in unitCube ι, Complex.exp (Complex.I * ((2 * π * (toReal m ⬝ᵥ s) : ℝ) : ℂ))
      = if m = 0 then 1 else 0 := by
  -- one dimension: an integer number of full periods
  have h1 : ∀ j : ℤ, ∫ x in Set.Icc (0 : ℝ) 1,
      Complex.exp ((j : ℂ) * (2 * π * Complex.I) * (x : ℂ)) = if j = 0 then 1 else 0 := by
    intro j
    rw [integral_Icc_eq_integral_Ioc, ← intervalIntegral.integral_of_le zero_le_one]
    by_cases hj : j = 0
    · simp [hj]
    · rw [if_neg hj, integral_exp_mul_complex
        (mul_ne_zero (Int.cast_ne_zero.mpr hj) Complex.two_pi_I_ne_zero),
        Complex.ofReal_one, mul_one, Complex.exp_int_mul_two_pi_mul_I]
      simp
  -- the integrand factorises over the axes
  have h2 : ∀ s : ι → ℝ, Complex.exp (Complex.I * ((2 * π * (toReal m ⬝ᵥ s) : ℝ) : ℂ))
      = ∏ i, Complex.exp ((m i : ℂ) * (2 * π * Complex.I) * (s i : ℂ)) := by
    intro s
    rw [← Complex.exp_sum]
    congr 1
    simp only [dotProduct, toReal]
    push_cast
    simp only [Finset.mul_sum]
    exact Finset.sum_congr rfl fun i _ => by ring
  have h3 : ∀ g : ι → ℝ → ℂ, ∫ s in unitCube ι, ∏ i, g i (s i)
      = ∏ i, ∫ x in Set.Icc (0 : ℝ) 1, g i x := by
    intro g
    rw [unitCube, volume_pi, Measure.restrict_pi_pi]
    exact integral_fintype_prod_eq_prod g
  simp_rw [h2]
  rw [h3 fun i x => Complex.exp ((m i : ℂ) * (2 * π * Complex.I) * (x : ℂ))]
  simp_rw [h1]
  by_cases hm : m = 0
  · simp [hm]
  · obtain ⟨i, hi⟩ := Function.ne_iff.mp hm
    have hi' : m i ≠ 0 := hi
    rw [if_neg hm]
    exact Finset.prod_eq_zero (Finset.mem_univ i) (if_neg hi')

/-- For `det A ≠ 0`, the integral over the cell of `exp(i (G_m - G_n)·r) / Ω` is `1` if `m = n` and
`0` otherwise. -/
theorem integral_cell_phase (A : Matrix ι ι ℝ) (hA : A.det ≠ 0) (m n : ι → ℤ) :
    ∫ r in cell A, Complex.exp (Complex.I * (((recip A m - recip A n) ⬝ᵥ r : ℝ) : ℂ))
      / (cellVolume A : ℂ) = if m = n then 1 else 0 := by
  have hΩ : (cellVolume A : ℂ) ≠ 0 := Complex.ofReal_ne_zero.mpr (abs_ne_zero.mpr hA)
  have hs : toReal (m - n) = toReal m - toReal n := by
    ext i
    simp [toReal]
  have hp : ∀ s, (recip A m - recip A n) ⬝ᵥ (A *ᵥ s) = 2 * π * (toReal (m - n) ⬝ᵥ s) := by
    intro s
    rw [hs, sub_dotProduct, sub_dotProduct, recip_dot A hA m, recip_dot A hA n]
    ring
  rw [integral_cell A hA]
  simp_rw [hp]
  rw [integral_div, integral_unitCube]
  by_cases h : m = n
  · rw [if_pos (sub_eq_zero.mpr h), if_pos h]
    field_simp
  · simp [h, sub_eq_zero]

/-- For `det A ≠ 0` and fixed `k` the plane waves are orthonormal on the cell. -/
theorem planeWave_orthonormal (A : Matrix ι ι ℝ) (hA : A.det ≠ 0) (k : ι → ℝ) (n m : ι → ℤ) :
    ∫ r in cell A, conj (planeWave A k n r) * planeWave A k m r = if m = n then 1 else 0 := by
  have h0 : 0 ≤ cellVolume A := abs_nonneg _
  have hs : ((√(cellVolume A) : ℝ) : ℂ) * ((√(cellVolume A) : ℝ) : ℂ) = (cellVolume A : ℂ) := by
    rw [← Complex.ofReal_mul, Real.mul_self_sqrt h0]
  -- the factor `exp(i k·r)` cancels against its conjugate
  have hp : ∀ r, conj (planeWave A k n r) * planeWave A k m r
      = Complex.exp (Complex.I * (((recip A m - recip A n) ⬝ᵥ r : ℝ) : ℂ))
        / (cellVolume A : ℂ) := by
    intro r
    unfold planeWave
    rw [map_div₀, ← Complex.exp_conj, map_mul, Complex.conj_I, Complex.conj_ofReal,
      Complex.conj_ofReal, div_mul_div_comm, ← Complex.exp_add, hs]
    simp only [add_dotProduct, sub_dotProduct]
    congr 2
    push_cast
    ring
  simp_rw [hp]
  exact integral_cell_phase A hA m n

/-- A plane wave is a continuous function of position. -/
theorem continuous_planeWave (A : Matrix ι ι ℝ) (k : ι → ℝ) (m : ι → ℤ) :
    Continuous (planeWave A k m) := by
  unfold planeWave dotProduct
  fun_prop

omit [DecidableEq ι] in
/-- A continuous function is integrable over the cell. -/
theorem integrableOn_cell (A : Matrix ι ι ℝ) {f : (ι → ℝ) → ℂ} (hf : Continuous f) :
    IntegrableOn f (cell A) := by
  have hc : Continuous A.mulVec := Continuous.matrix_mulVec continuous_const continuous_id
  have hK : IsCompact (cell A) := (isCompact_univ_pi fun _ => isCompact_Icc).image hc
  exact hf.continuousOn.integrableOn_compact hK

/-- For `det A ≠ 0`, the overlap of a plane wave with a finite expansion is its coefficient if it
belongs to the basis set, and zero otherwise. -/
theorem expansion_coefficient (A : Matrix ι ι ℝ) (hA : A.det ≠ 0) (k : ι → ℝ)
    (S : Finset (ι → ℤ)) (c : (ι → ℤ) → ℂ) (n : ι → ℤ) :
    ∫ r in cell A, conj (planeWave A k n r) * expansion A k S c r
      = if n ∈ S then c n else 0 := by
  have hp : ∀ r, conj (planeWave A k n r) * expansion A k S c r
      = ∑ m ∈ S, c m * (conj (planeWave A k n r) * planeWave A k m r) := by
    intro r
    rw [expansion, Finset.mul_sum]
    exact Finset.sum_congr rfl fun m _ => by ring
  simp_rw [hp]
  rw [MeasureTheory.integral_finsetSum]
  · simp_rw [integral_const_mul, planeWave_orthonormal A hA]
    simp
  · intro m _
    refine integrableOn_cell A ?_
    exact continuous_const.mul ((Complex.continuous_conj.comp
      (continuous_planeWave A k n)).mul (continuous_planeWave A k m))

/-- For `det A ≠ 0`, the overlap on the cell of two expansions in the same finite basis set is the
scalar product of their coefficient vectors. -/
theorem expansion_overlap (A : Matrix ι ι ℝ) (hA : A.det ≠ 0) (k : ι → ℝ)
    (S : Finset (ι → ℤ)) (d c : (ι → ℤ) → ℂ) :
    ∫ r in cell A, conj (expansion A k S d r) * expansion A k S c r
      = ∑ n ∈ S, conj (d n) * c n := by
  have hc : Continuous (expansion A k S c) :=
    continuous_finsetSum S fun m _ => continuous_const.mul (continuous_planeWave A k m)
  have hp : ∀ r, conj (expansion A k S d r) * expansion A k S c r
      = ∑ n ∈ S, conj (d n) * (conj (planeWave A k n r) * expansion A k S c r) := by
    intro r
    rw [expansion, map_sum, Finset.sum_mul]
    exact Finset.sum_congr rfl fun n _ => by rw [map_mul, mul_assoc]
  simp_rw [hp]
  rw [MeasureTheory.integral_finsetSum]
  · refine Finset.sum_congr rfl fun n hn => ?_
    rw [integral_const_mul, expansion_coefficient A hA, if_pos hn]
  · intro n _
    refine integrableOn_cell A ?_
    exact continuous_const.mul ((Complex.continuous_conj.comp
      (continuous_planeWave A k n)).mul hc)

end

end PlaneWaveBasis
```

```lean
#print axioms PlaneWaveBasis.volume_cell
#print axioms PlaneWaveBasis.planeWave_orthonormal
#print axioms PlaneWaveBasis.expansion_overlap
```

```
'PlaneWaveBasis.volume_cell' depends on axioms: [propext, Classical.choice, Quot.sound]
'PlaneWaveBasis.planeWave_orthonormal' depends on axioms: [propext, Classical.choice, Quot.sound]
'PlaneWaveBasis.expansion_overlap' depends on axioms: [propext, Classical.choice, Quot.sound]
```

## How the proof follows the derivation

`volume_cell` justifies the name Ω: the measure of a linear image of the cube is |det A| times the cube's measure 1 (`Measure.addHaar_image_linearMap`, `volume_pi_pi`). It needs no invertibility, and the later proofs do not call it.

`recip_dot` is the first step. The rewrite chain moves A across the dot product as Aᵀ and cancels it with `mul_nonsing_inv`.

`integral_cell` is the second step. It presents s ↦ A s as a continuous linear map `L` with determinant det A, shows injectivity on the cube (`inj`) by applying A⁻¹, and uses `integral_image_eq_integral_abs_det_fderiv_smul` with the constant derivative `L`. The constant Jacobian leaves the integral by `integral_smul`.

`integral_unitCube` contains the third and fourth steps. In `h1` the antiderivative comes from `integral_exp_mul_complex`, and `Complex.exp_int_mul_two_pi_mul_I` supplies exp(2πi p) = 1. Then `h2` writes the exponential as a product, `h3` splits the cube integral into one-dimensional integrals, and `Finset.prod_eq_zero` uses a non-zero component.

In `integral_cell_phase`, `hp` applies `recip_dot` to m and n, the cube integral is evaluated at `m - n`, and `field_simp` cancels Ω using `hΩ`. `planeWave_orthonormal` reduces to it through the pointwise identity `hp`, where k drops out.

The exchange of sum and integral, `MeasureTheory.integral_finsetSum`, asks for each term to be integrable. The cell is compact as a continuous image of the cube, so `integrableOn_cell` gives this for continuous functions, and `continuous_planeWave` provides the continuity. `expansion_coefficient` then inserts orthonormality term by term, and `expansion_overlap` inserts `expansion_coefficient`.

## A singular cell matrix

The two remarks that follow are ordinary arguments, not theorems of the file. Take d = 1 and A = (0). The cell is the single point 0, which has measure zero, so any integral over it is 0, and the claimed value 1 for m = n fails. Here Ω = 0, so the division by Ω and the inverse in G_m are undefined in ordinary mathematics; Lean assigns values to the division and to the inverse, but they do not affect an integral over a null set.

## The torus as an alternative domain

The same statement can be placed on the torus obtained from ℝ^d by identifying points that differ by a lattice vector, with the functions exp(iG_m·r)/√Ω read as elements of its L² space. The choice of cell then disappears and orthonormality becomes a statement about Hilbert-space vectors, a convenient setting for completeness. The price is that φ_{k,m} acquires the phase exp(ik·a_j) under translation by a_j, so it is a function on the torus only when k is itself a reciprocal lattice vector. For general k one works there with the periodic part exp(−ik·r) φ_{k,m}(r), while the integral over an explicit cell admits every k directly.
